# The partition function of a uniform classical nearest-neighbour ring with finitely many states per site is \(\operatorname{tr} T^N\)

Take a ring of two sites, with states \(s\) and \(t\). One bond runs from the first site to the second and another runs back, so the energy is \(e(s,t)+e(t,s)\). With \(b\) the inverse temperature and \(T_{st}=e^{-b\,e(s,t)}\), the partition function is

\[
Z_2=\sum_{s,t}e^{-b[e(s,t)+e(t,s)]}=\sum_{s,t}T_{st}T_{ts}=\operatorname{tr}T^2 .
\]

The exponential turns the sum over bonds into a product, the sum over \(t\) is a matrix multiplication, and the returning bond makes the sum over \(s\) a trace. For \(N\ge1\) sites, numbered \(0,\dots,N-1\), with the same pair energy \(e\) on every bond from a site to the next and no other interactions, the same steps give \(Z_N=\operatorname{tr}T^N\).

This replaces a sum over \(|S|^N\) configurations by a matrix power, for such a ring with a finite state set \(S\). In path-integral simulation, one quantum particle on a finite grid takes this form, with imaginary-time slices as sites, provided that the weights between successive slices are positive.

## Finitely many states on each site

The set \(S\) may hold spin orientations, occupation numbers or grid points. In Lean it is a type `S` with `[Fintype S]`, and a configuration is a function `σ : Fin N → S`.

```lean
import Mathlib

open Matrix

namespace TransferMatrixRing

noncomputable section

variable {S : Type*} [Fintype S] [DecidableEq S]
```

The number \(b\) stands for the inverse temperature, but any real value is allowed. The first index of \(T\) belongs to the earlier site of the bond.

```lean
/-- The transfer matrix, whose entries are the Boltzmann factors of a single bond. -/
def transferMatrix (b : ℝ) (e : S → S → ℝ) : Matrix S S ℝ :=
  Matrix.of fun s t => Real.exp (-b * e s t)
```

Addition in `Fin N` is cyclic, so `σ (k + 1)` at the last site is the state of site 0. A single site is bonded to itself, and a ring of two sites has two bonds.

```lean
/-- The energy of a configuration on a ring of `N` sites: the sum of the pair energies
of neighbouring sites, the last site being followed by the first. -/
def ringEnergy {S : Type*} {N : ℕ} [NeZero N] (e : S → S → ℝ) (σ : Fin N → S) : ℝ :=
  ∑ k, e (σ k) (σ (k + 1))

/-- The canonical partition function of the ring: the sum of the Boltzmann weights of all
configurations. -/
def ringPartition (N : ℕ) [NeZero N] (b : ℝ) (e : S → S → ℝ) : ℝ :=
  ∑ σ : Fin N → S, Real.exp (-b * ringEnergy e σ)
```

By hand, finiteness lets one sum over the sites in any order. Consider an open chain of \(n+1\) sites with matrices \(M_0,\dots,M_{n-1}\) on its bonds and a function \(F\) of its end states. The claim is

\[
\sum_\sigma\Big[\prod_{k=0}^{n-1}M_k(\sigma_k,\sigma_{k+1})\Big]F(\sigma_0,\sigma_n)
=\sum_{s,t}(M_0\cdots M_{n-1})_{st}F(s,t).
\]

For \(n=0\) the empty product is the identity matrix, and both sides are \(\sum_sF(s,s)\). For \(n+1\) bonds, fix \(\sigma_0=s\) and apply the claim to the remaining chain, with end function \(M_0(s,u)F(s,t)\):

\[
\sum_{u,t}(M_1\cdots M_n)_{ut}M_0(s,u)F(s,t)=\sum_t(M_0M_1\cdots M_n)_{st}F(s,t).
\]

Summing over \(s\) completes the induction. In the proof, `generalizing F` permits the change of end function, `Fin.consEquiv` splits off the first site, and `Matrix.mul_apply` recognises the sum over \(u\).

```lean
/-- Open chain: summing a product of bond weights, times a function of the two end states,
over all configurations gives the entries of the ordered matrix product, weighted by that
function. -/
theorem open_chain_sum (n : ℕ) (M : Fin n → Matrix S S ℝ) (F : S → S → ℝ) :
    ∑ σ : Fin (n + 1) → S,
        (∏ k : Fin n, M k (σ k.castSucc) (σ k.succ)) * F (σ 0) (σ (Fin.last n))
      = ∑ s, ∑ t, (List.ofFn M).prod s t * F s t := by
  induction n generalizing F with
  | zero =>
    rw [← (Equiv.funUnique (Fin 1) S).symm.sum_comp]
    simp [Matrix.one_apply]
  | succ n ih =>
    -- split off the state `s` of the first site
    rw [← (Fin.consEquiv (fun _ : Fin (n + 2) => S)).sum_comp, Fintype.sum_prod_type]
    refine Finset.sum_congr rfl fun s _ => ?_
    have step : ∀ τ : Fin (n + 1) → S,
        (∏ k : Fin (n + 1), M k ((Fin.cons s τ : Fin (n + 2) → S) k.castSucc)
          ((Fin.cons s τ : Fin (n + 2) → S) k.succ))
        = M 0 s (τ 0) * ∏ k : Fin n, M k.succ (τ k.castSucc) (τ k.succ) := by
      intro τ
      rw [Fin.prod_univ_succ]
      rfl
    calc _ = ∑ τ : Fin (n + 1) → S, (∏ k : Fin n, M k.succ (τ k.castSucc) (τ k.succ)) *
            (M 0 s (τ 0) * F s (τ (Fin.last n))) := by
          refine Finset.sum_congr rfl fun τ _ => ?_
          change (∏ k : Fin (n + 1), M k ((Fin.cons s τ : Fin (n + 2) → S) k.castSucc)
            ((Fin.cons s τ : Fin (n + 2) → S) k.succ)) * F s (τ (Fin.last n)) = _
          rw [step]
          ring
      _ = ∑ u, ∑ t, (List.ofFn fun k : Fin n => M k.succ).prod u t * (M 0 s u * F s t) :=
          ih (fun k => M k.succ) (fun u t => M 0 s u * F s t)
      _ = _ := by
          -- the sum over the second site is a matrix multiplication
          rw [Finset.sum_comm]
          refine Finset.sum_congr rfl fun t _ => ?_
          rw [List.ofFn_succ, List.prod_cons, Matrix.mul_apply, Finset.sum_mul]
          exact Finset.sum_congr rfl fun u _ => by ring
```

With infinitely many states the sum may diverge, as it does for \(e=0\).

## At least one site, and a bond that closes the ring

Periodic closure adds one bond, from the last site to the first. With \(N=n+1\), put \(F(s,t)=M_n(t,s)\) in the open-chain formula:

\[
\sum_{s,t}(M_0\cdots M_{n-1})_{st}(M_n)_{ts}=\operatorname{tr}(M_0\cdots M_n).
\]

The proof makes the same choice of `F`. `Fin.prod_univ_castSucc` separates the last bond, and `Fin.last_add_one` says that it ends at site 0.

```lean
/-- Closed ring with a different weight matrix on every bond: the sum over configurations is
the trace of the ordered product of the bond matrices. -/
theorem ring_sum_eq_trace (N : ℕ) [hN : NeZero N] (M : Fin N → Matrix S S ℝ) :
    ∑ σ : Fin N → S, ∏ k, M k (σ k) (σ (k + 1)) = trace (List.ofFn M).prod := by
  cases N with
  | zero => exact (hN.out rfl).elim
  | succ n =>
    -- the last bond joins the two ends of an open chain
    have h := open_chain_sum n (fun k => M k.castSucc) (fun s t => M (Fin.last n) t s)
    calc _ = ∑ σ : Fin (n + 1) → S, (∏ k : Fin n, M k.castSucc (σ k.castSucc) (σ k.succ)) *
            M (Fin.last n) (σ (Fin.last n)) (σ 0) := by
          refine Finset.sum_congr rfl fun σ _ => ?_
          rw [Fin.prod_univ_castSucc]
          simp only [Fin.coeSucc_eq_succ, Fin.last_add_one]
      _ = _ := h
      _ = _ := by
          rw [List.ofFn_succ', List.concat_eq_append, List.prod_append, List.prod_singleton]
          simp only [Matrix.trace, Matrix.diag_apply, Matrix.mul_apply]
```

The condition \(N\ge1\) is `[NeZero N]`, and it excludes the first case of `cases N`. Without it the formula fails: zero sites have one empty configuration, of weight 1, whereas \(\operatorname{tr}T^0=|S|\), which is 2 for a two-state site.

## An energy that is a sum over neighbouring pairs

Interactions reach only the next site, and the energy is an ordinary function of the configuration. Hence

\[
e^{-bE(\sigma)}=\prod_k e^{-b\,e(\sigma_k,\sigma_{k+1})}=\prod_kT_{\sigma_k\sigma_{k+1}} .
\]

In Lean this is `Real.exp_sum`. On a ring of four or more sites, a second-neighbour term in general spoils this factorisation into one factor per bond. The Hamiltonian of a quantum chain is in general not diagonal in the states of its sites, and then the energy is not a function of the configuration.

```lean
omit [Fintype S] [DecidableEq S] in
/-- The Boltzmann weight of a ring configuration is the product of the transfer-matrix
entries along its bonds. -/
theorem boltzmann_weight_factorises {N : ℕ} [NeZero N] (b : ℝ) (e : S → S → ℝ)
    (σ : Fin N → S) :
    Real.exp (-b * ringEnergy e σ) = ∏ k, transferMatrix b e (σ k) (σ (k + 1)) := by
  rw [ringEnergy, Finset.mul_sum, Real.exp_sum]
  rfl
```

An observable \(f_k\) at site \(k\) multiplies row \(s\) of that site's transfer matrix by \(f_k(s)\). With \(D_f\) the diagonal matrix of the values of \(f\), the bond matrix becomes \(M_k=D_{f_k}T\), and the ring formula applies.

```lean
/-- The Boltzmann-weighted sum of a product of site observables is the trace of the ordered
product in which each observable stands as a diagonal matrix before a transfer matrix. -/
theorem site_observables_sum (N : ℕ) [NeZero N] (b : ℝ) (e : S → S → ℝ)
    (f : Fin N → S → ℝ) :
    ∑ σ : Fin N → S, (∏ k, f k (σ k)) * Real.exp (-b * ringEnergy e σ)
      = trace (List.ofFn fun k => diagonal (f k) * transferMatrix b e).prod := by
  rw [← ring_sum_eq_trace]
  refine Finset.sum_congr rfl fun σ _ => ?_
  rw [boltzmann_weight_factorises, ← Finset.prod_mul_distrib]
  exact Finset.prod_congr rfl fun k _ => (Matrix.diagonal_mul _ _ _ _).symm
```

With \(M_k=T\) on every bond, the ordered product is \(T^N\), which gives the main theorem.

```lean
/-- Transfer-matrix theorem: the partition function of a ring of `N ≥ 1` sites is the trace
of the `N`-th power of the transfer matrix. -/
theorem ringPartition_eq_trace_pow (N : ℕ) [NeZero N] (b : ℝ) (e : S → S → ℝ) :
    ringPartition N b e = trace (transferMatrix b e ^ N) := by
  have h := ring_sum_eq_trace N (fun _ => transferMatrix b e)
  rw [List.ofFn_const, List.prod_replicate] at h
  rw [← h, ringPartition]
  exact Finset.sum_congr rfl fun σ _ => boltzmann_weight_factorises b e σ
```

For a numerical instance, take two states with \(e=-1\) for equal neighbours, \(e=0\) for unequal ones, \(b=\ln2\) and \(N=3\). The two uniform configurations weigh \(2^3=8\) each, and the other six have one equal bond and weigh 2 each, so \(Z_3=16+12=28\). On the matrix side,

\[
T=\begin{pmatrix}2&1\\1&2\end{pmatrix},\qquad
T^3=\begin{pmatrix}14&13\\13&14\end{pmatrix},\qquad \operatorname{tr}T^3=28 .
\]

## Two observables on different sites

Let \(f\) act at site 0 and \(g\) at site \(m+1\), on a ring of \(m+n+2\) sites. All other insertions are identities, so the ordered product is \(D_fT^{m+1}D_gT^{n+1}\). The proof encodes the insertions in `h`, cuts the product between the two arcs with `List.ofFn_add`, and evaluates each arc with `block`.

```lean
/-- Two-point function before normalisation: for observables `f` and `g` on sites separated
by `m + 1` bonds one way round the ring and `n + 1` bonds the other way, the
Boltzmann-weighted sum is a trace with two diagonal insertions. -/
theorem two_point_sum (m n : ℕ) (b : ℝ) (e : S → S → ℝ) (f g : S → ℝ) :
    ∑ σ : Fin (m + 1 + n + 1) → S,
        f (σ 0) * g (σ ⟨m + 1, by omega⟩) * Real.exp (-b * ringEnergy e σ)
      = trace (diagonal f * transferMatrix b e ^ (m + 1) *
          (diagonal g * transferMatrix b e ^ (n + 1))) := by
  set T := transferMatrix b e with hT
  -- a block of bonds with one observable at its first site
  have block : ∀ (p : ℕ) (M : Fin (p + 1) → Matrix S S ℝ) (X : Matrix S S ℝ),
      M 0 = X * T → (∀ i : Fin p, M i.succ = T) → (List.ofFn M).prod = X * T ^ (p + 1) := by
    intro p M X h0 hs
    have h1 : (fun i : Fin p => M i.succ) = fun _ => T := funext hs
    rw [List.ofFn_succ, List.prod_cons, h0, h1, List.ofFn_const, List.prod_replicate,
      pow_succ', mul_assoc]
  let h : Fin (m + 1 + n + 1) → S → ℝ := fun k s =>
    (if k = 0 then f s else 1) * (if k = ⟨m + 1, by omega⟩ then g s else 1)
  have hprod : ∀ σ : Fin (m + 1 + n + 1) → S,
      ∏ k, h k (σ k) = f (σ 0) * g (σ ⟨m + 1, by omega⟩) := by
    intro σ
    simp only [h]
    rw [Finset.prod_mul_distrib]
    simp only [Finset.prod_ite_eq', Finset.mem_univ, if_true]
  -- the observable found at each site
  have hf : ∀ k : Fin (m + 1 + n + 1), k.val = 0 → h k = f := by
    intro k hk
    have h1 : k = 0 := Fin.ext hk
    have h2 : k ≠ ⟨m + 1, by omega⟩ := fun q => by
      have h3 : k.val = m + 1 := congrArg Fin.val q
      omega
    funext s
    simp only [h]
    rw [if_pos h1, if_neg h2, mul_one]
  have hg : ∀ k : Fin (m + 1 + n + 1), k.val = m + 1 → h k = g := by
    intro k hk
    have h1 : k ≠ 0 := fun q => by
      have h3 : k.val = 0 := congrArg Fin.val q
      omega
    have h2 : k = ⟨m + 1, by omega⟩ := Fin.ext hk
    funext s
    simp only [h]
    rw [if_neg h1, if_pos h2, one_mul]
  have hone : ∀ k : Fin (m + 1 + n + 1), k.val ≠ 0 → k.val ≠ m + 1 → h k = fun _ => 1 := by
    intro k hk hk'
    have h1 : k ≠ 0 := fun q => hk (congrArg Fin.val q)
    have h2 : k ≠ ⟨m + 1, by omega⟩ := fun q => hk' (congrArg Fin.val q)
    funext s
    simp only [h]
    rw [if_neg h1, if_neg h2, one_mul]
  have hsum := site_observables_sum (m + 1 + n + 1) b e h
  simp only [hprod] at hsum
  rw [hsum, ← hT]
  congr 1
  -- cut the ring into the two arcs between the observables
  have hcut : List.ofFn (fun k : Fin (m + 1 + (n + 1)) => diagonal (h k) * T)
      = (List.ofFn fun i : Fin (m + 1) => diagonal (h (Fin.castAdd (n + 1) i)) * T) ++
        List.ofFn fun j : Fin (n + 1) => diagonal (h (Fin.natAdd (m + 1) j)) * T :=
    List.ofFn_add
  refine (congrArg List.prod hcut).trans ?_
  rw [List.prod_append]
  congr 1
  · apply block
    · have h1 : h (Fin.castAdd (n + 1) (0 : Fin (m + 1))) = f := hf _ (by rfl)
      exact congrArg (fun d => diagonal d * T) h1
    · intro i
      have hi := i.isLt
      have h1 : h (Fin.castAdd (n + 1) i.succ) = fun _ => 1 :=
        hone _ (by change (i : ℕ) + 1 ≠ 0; omega) (by change (i : ℕ) + 1 ≠ m + 1; omega)
      rw [h1, Matrix.diagonal_one, one_mul]
  · apply block
    · have h1 : h (Fin.natAdd (m + 1) (0 : Fin (n + 1))) = g := hg _ (by rfl)
      exact congrArg (fun d => diagonal d * T) h1
    · intro i
      have h1 : h (Fin.natAdd (m + 1) i.succ) = fun _ => 1 :=
        hone _ (by change m + 1 + ((i : ℕ) + 1) ≠ 0; omega)
          (by change m + 1 + ((i : ℕ) + 1) ≠ m + 1; omega)
      rw [h1, Matrix.diagonal_one, one_mul]
```

The exponents \(m+1\) and \(n+1\) keep the sites distinct. If both observables sit on one site, `site_observables_sum` applies with their product there. For nonempty \(S\), dividing by \(Z\) gives the thermal average.

## A pair energy without direction

The condition \(e(s,t)=e(t,s)\) says that a bond has no preferred direction. Only the two theorems of this section assume it: it makes \(T\) real symmetric, hence Hermitian.

```lean
omit [Fintype S] [DecidableEq S] in
/-- A symmetric pair energy gives a Hermitian transfer matrix. -/
theorem transferMatrix_isHermitian (b : ℝ) {e : S → S → ℝ} (he : ∀ s t, e s t = e t s) :
    (transferMatrix b e).IsHermitian := by
  refine Matrix.IsHermitian.ext fun s t => ?_
  simp [transferMatrix, he t s]
```

Then \(T=U\Lambda U^{\dagger}\) with \(U\) unitary and \(\Lambda\) the diagonal matrix of the real eigenvalues \(\lambda_i\), counted with multiplicity. Therefore

\[
\operatorname{tr}T^N=\operatorname{tr}(U\Lambda^NU^{\dagger})=\operatorname{tr}\Lambda^N=\sum_i\lambda_i^N .
\]

The proof follows these equalities with `hA.spectral_theorem`, `Matrix.diagonal_pow` and `Matrix.trace_mul_cycle`. In the instance above the eigenvalues are 3 and 1, and \(3^3+1^3=28\).

```lean
/-- For a symmetric pair energy the partition function of the ring is the sum of the `N`-th
powers of the eigenvalues of the transfer matrix. -/
theorem ringPartition_eq_sum_eigenvalues (N : ℕ) [NeZero N] (b : ℝ) {e : S → S → ℝ}
    (he : ∀ s t, e s t = e t s) :
    ringPartition N b e = ∑ i, (transferMatrix_isHermitian b he).eigenvalues i ^ N := by
  rw [ringPartition_eq_trace_pow]
  have hA := transferMatrix_isHermitian b he
  -- diagonalise, take the power, and cancel the unitaries under the trace
  conv_lhs => rw [hA.spectral_theorem]
  rw [← map_pow, Matrix.diagonal_pow, Unitary.conjStarAlgAut_apply, Matrix.trace_mul_cycle,
    Unitary.coe_star_mul_self, one_mul, Matrix.trace_diagonal]
  rfl

end

end TransferMatrixRing
```

```lean
#print axioms TransferMatrixRing.two_point_sum
#print axioms TransferMatrixRing.ringPartition_eq_sum_eigenvalues
```

```
'TransferMatrixRing.two_point_sum' depends on axioms: [propext, Classical.choice, Quot.sound]
'TransferMatrixRing.ringPartition_eq_sum_eigenvalues' depends on axioms: [propext, Classical.choice, Quot.sound]
```

Without symmetry the eigenvalues need not be real. Take three states in cyclic order, \(b=\ln2\), \(e=-1\) for a step from a state to its successor, and \(e=0\) otherwise:

\[
T=\begin{pmatrix}1&2&1\\1&1&2\\2&1&1\end{pmatrix}.
\]

Every row sums to 4, so 4 is an eigenvalue, and three real eigenvalues would give \(\operatorname{tr}T^2\ge16\). But \(Z_2=\operatorname{tr}T^2=3\cdot1+6\cdot2=15\), so the other two eigenvalues are complex. The trace formula still holds, and so does the sum of \(N\)-th powers if it runs over the complex eigenvalues, counted with algebraic multiplicity.
